# Truncation error of the trace series for log det(1 − X), for symmetric X with eigenvalues in [−q, q] and q < 1

Take two sites joined by a dimensionless coupling $x$ with $|x|<1$:

$$X=\begin{pmatrix}0&x\\x&0\end{pmatrix},\qquad \lambda=\pm x,\qquad \log\det(1-X)=\log(1-x)+\log(1+x)=-x^2-\tfrac{x^4}{2}-\dots$$

Each normal mode contributes its own logarithmic series. Since $\operatorname{tr}X^k=x^k+(-x)^k$, adding the two series order by order gives $-\sum_k \operatorname{tr}(X^k)/k$. Stopping after order $K$ discards one tail per mode, and each tail is bounded in absolute value by a geometric series.

For $x=\tfrac12$, the exact value is $\log\tfrac34\approx-0.2877$ and the second-order value is $-\tfrac12\operatorname{tr}X^2=-0.25$. The error is about $0.038$. The general bound below, with $n=2$, $q=\tfrac12$ and $K=2$, allows $2\cdot\tfrac18/(3\cdot\tfrac12)=\tfrac16$. The actual error is smaller for two reasons: the odd-order terms of the two modes cancel, and the geometric series overestimates each tail.

In coupled-dipole models of dispersion, $\log\det(1-X)$ is, up to a constant factor, the integrand of the interaction energy over imaginary frequency, with $X$ built from polarisabilities and the dipole interaction. For a finite set of harmonic dipoles at one such frequency, with $X$ written in symmetric form and its eigenvalues in $[-q,q]$ for some $q<1$, the bound limits the error made in this logarithm by stopping at a given order in the coupling.

## The coupling matrix and its expansion

The finite type `n` labels the rows and columns of $X$, and later also its eigenvalues. Its cardinality is the number $n$ in the formulas; $N$ dipoles in three dimensions have $n=3N$.

In Lean 4 with Mathlib:

```lean
import Mathlib

open Matrix Finset Filter Topology

namespace ManyBodyExpansionError

noncomputable section

variable {n : Type*} [Fintype n] [DecidableEq n]
```

The quantity to be approximated is $\log\det(1-X)$.

```lean
/-- The logarithm of the determinant of `1 - X` for a coupling matrix `X`. -/
def couplingLogDet (X : Matrix n n ℝ) : ℝ := Real.log (1 - X).det
```

The approximation through order $K$ is

$$S_K=-\sum_{k=0}^{K-1}\frac{\operatorname{tr}X^{k+1}}{k+1}.$$

The summation index starts at zero, so the term with index $k$ has order $k+1$. Order here counts powers of the coupling, not distinct bodies: $\operatorname{tr}X^4$ includes walks back and forth between the same two sites.

```lean
/-- The trace series through order `K`: minus the sum of `tr (X^k) / k` over `k = 1, ..., K`. -/
def manyBodySum (X : Matrix n n ℝ) (K : ℕ) : ℝ :=
  -∑ k ∈ range K, (X ^ (k + 1)).trace / ((k : ℝ) + 1)
```

## Reduction to normal modes

A real symmetric $X$ has an orthonormal eigenbasis. Its vectors are called normal modes here; for unlike dipoles at a given imaginary frequency they need not be the vibrational modes of the coupled system. With the eigenvectors as columns of $U$, $V=U^{\mathsf T}$ and $\Lambda$ the diagonal matrix of eigenvalues $\lambda_i$,

$$X=U\Lambda V,\qquad VU=1.$$

Symmetry is the hypothesis `X.IsHermitian`, which over the reals means $X^{\mathsf T}=X$. The proof takes the decomposition from Mathlib's spectral theorem.

```lean
/-- A real symmetric coupling matrix is diagonal in a basis of normal modes. -/
theorem normal_modes {X : Matrix n n ℝ} (hX : X.IsHermitian) :
    ∃ U V : Matrix n n ℝ, V * U = 1 ∧ X = U * diagonal hX.eigenvalues * V := by
  refine ⟨hX.eigenvectorUnitary, star (hX.eigenvectorUnitary : Matrix n n ℝ),
    Matrix.mem_unitaryGroup_iff'.mp hX.eigenvectorUnitary.2, ?_⟩
  have h := hX.spectral_theorem
  rw [Unitary.conjStarAlgAut_apply] at h
  exact h
```

In a product of copies of $X$ every inner $VU$ is the identity, so $X^k=U\Lambda^kV$. The cyclic property of the trace then gives

$$\operatorname{tr}X^k=\operatorname{tr}(VU\Lambda^k)=\sum_i\lambda_i^k.$$

The formula for $X^k$ is `key`, proved by induction on $k$.

```lean
/-- The trace of the `k`-th power of the coupling is the sum of the `k`-th powers of
its eigenvalues. -/
theorem trace_pow_eq {X : Matrix n n ℝ} (hX : X.IsHermitian) (k : ℕ) :
    (X ^ k).trace = ∑ i, hX.eigenvalues i ^ k := by
  obtain ⟨U, V, hVU, hd⟩ := normal_modes hX
  generalize hX.eigenvalues = d at hd ⊢
  have hUV : U * V = 1 := mul_eq_one_comm.mp hVU
  -- powers act on the diagonal factor alone
  have key : X ^ k = U * diagonal d ^ k * V := by
    induction k with
    | zero => simp [hUV]
    | succ k ih =>
      rw [pow_succ, ih, hd]
      calc U * diagonal d ^ k * V * (U * diagonal d * V)
          = U * diagonal d ^ k * (V * U) * diagonal d * V := by noncomm_ring
        _ = U * diagonal d ^ (k + 1) * V := by
          rw [hVU, mul_one, pow_succ, mul_assoc U]
  rw [key, Matrix.trace_mul_comm, ← mul_assoc, hVU, one_mul, Matrix.diagonal_pow,
    Matrix.trace_diagonal]
  simp
```

Since also $UV=1$, we have $1-X=U(1-\Lambda)V$. With $\det V\det U=1$,

$$\det(1-X)=\prod_i(1-\lambda_i).$$

```lean
/-- The determinant of `1 - X` is the product of `1 - λ` over the eigenvalues `λ` of `X`. -/
theorem det_one_sub_eq {X : Matrix n n ℝ} (hX : X.IsHermitian) :
    (1 - X).det = ∏ i, (1 - hX.eigenvalues i) := by
  obtain ⟨U, V, hVU, hd⟩ := normal_modes hX
  generalize hX.eigenvalues = d at hd ⊢
  have hUV : U * V = 1 := mul_eq_one_comm.mp hVU
  have h1 : (1 : Matrix n n ℝ) - diagonal d = diagonal (fun i => 1 - d i) := by
    rw [← Matrix.diagonal_one, Matrix.diagonal_sub]
  have h2 : 1 - X = U * diagonal (fun i => 1 - d i) * V := by
    rw [← h1, mul_sub, sub_mul, mul_one, hUV, ← hd]
  have h3 : V.det * U.det = 1 := by rw [← Matrix.det_mul, hVU, Matrix.det_one]
  rw [h2, Matrix.det_mul, Matrix.det_mul, Matrix.det_diagonal]
  linear_combination (∏ i, (1 - d i)) * h3
```

If every $|\lambda_i|<1$, all these factors are positive, and

$$\log\det(1-X)=\sum_i\log(1-\lambda_i).$$

Positivity matters because `Real.log` also assigns values to negative arguments. For dipoles at zero frequency, an eigenvalue reaching $1$ marks the polarisation catastrophe, where a mode loses its restoring force. The condition $\lambda_i>-1$ is not needed for stability; it serves the convergence of the series.

```lean
/-- If all eigenvalues of the coupling are below one in absolute value, `det (1 - X)` is
positive and its logarithm is a sum over modes. -/
theorem det_pos_and_log {X : Matrix n n ℝ} (hX : X.IsHermitian)
    (h : ∀ i, |hX.eigenvalues i| < 1) :
    0 < (1 - X).det ∧ couplingLogDet X = ∑ i, Real.log (1 - hX.eigenvalues i) := by
  have hp : ∀ i, 0 < 1 - hX.eigenvalues i := fun i => by linarith [(abs_lt.mp (h i)).2]
  refine ⟨?_, ?_⟩
  · rw [det_one_sub_eq hX]
    exact Finset.prod_pos fun i _ => hp i
  · rw [couplingLogDet, det_one_sub_eq hX, Real.log_prod]
    exact fun i _ => (hp i).ne'
```

## The tail of one mode

For $|x|\le q<1$, the series $\log(1-x)=-\sum_{m\ge1}x^m/m$ gives

$$\left|\log(1-x)+\sum_{k=0}^{K-1}\frac{x^{k+1}}{k+1}\right|
=\left|\sum_{m\ge0}\frac{x^{m+K+1}}{m+K+1}\right|
\le\frac{|x|^{K+1}}{K+1}\sum_{m\ge0}q^m
=\frac{|x|^{K+1}}{(K+1)(1-q)}.$$

The inequality replaces each denominator by the smallest one, $K+1$, and each extra factor $|x|$ by $q$. In the proof, `ht` is the series with its first $K$ terms removed, `hg` is the geometric series, and `hb` compares them term by term.

```lean
/-- For a single mode with `|x| ≤ q < 1`, the logarithmic series truncated after order `K`
errs by at most `|x|^(K+1) / ((K+1)(1-q))`. -/
theorem single_mode_error {x q : ℝ} (hx : |x| ≤ q) (hq : q < 1) (K : ℕ) :
    |Real.log (1 - x) + ∑ k ∈ range K, x ^ (k + 1) / ((k : ℝ) + 1)|
      ≤ |x| ^ (K + 1) / (((K : ℝ) + 1) * (1 - q)) := by
  have hq0 : 0 ≤ q := (abs_nonneg x).trans hx
  have ht := (hasSum_nat_add_iff' K).mpr
    (Real.hasSum_pow_div_log_of_abs_lt_one (hx.trans_lt hq))
  have hg := (hasSum_geometric_of_lt_one hq0 hq).mul_left (|x| ^ (K + 1) / ((K : ℝ) + 1))
  -- the tail is dominated term by term by a geometric series
  have hb := ht.norm_le_of_bounded hg (fun m => by
    rw [Real.norm_eq_abs, abs_div, abs_pow,
      abs_of_pos (by positivity : (0 : ℝ) < ((m + K : ℕ) : ℝ) + 1)]
    calc |x| ^ (m + K + 1) / (((m + K : ℕ) : ℝ) + 1)
        ≤ |x| ^ (m + K + 1) / ((K : ℝ) + 1) := by
          gcongr
          omega
      _ = |x| ^ (K + 1) / ((K : ℝ) + 1) * |x| ^ m := by ring
      _ ≤ |x| ^ (K + 1) / ((K : ℝ) + 1) * q ^ m := by gcongr)
  rw [Real.norm_eq_abs, ← abs_neg] at hb
  calc _ = _ := by congr 1; ring
    _ ≤ _ := hb
    _ = _ := by rw [← div_eq_mul_inv, div_div]
```

## The error for the whole system

Writing the traces as sums over modes and exchanging the two finite sums turns the total error into a sum of single-mode errors. The triangle inequality gives

$$|\log\det(1-X)-S_K|\le\sum_i\frac{|\lambda_i|^{K+1}}{(K+1)(1-q)}.$$

```lean
/-- If the eigenvalues of `X` are at most `q < 1` in absolute value, the truncation error of the
trace series is at most the sum of the single-mode error bounds. -/
theorem mode_resolved_error {X : Matrix n n ℝ} (hX : X.IsHermitian) {q : ℝ}
    (h : ∀ i, |hX.eigenvalues i| ≤ q) (hq : q < 1) (K : ℕ) :
    |couplingLogDet X - manyBodySum X K|
      ≤ ∑ i, |hX.eigenvalues i| ^ (K + 1) / (((K : ℝ) + 1) * (1 - q)) := by
  have e : couplingLogDet X - manyBodySum X K = ∑ i, (Real.log (1 - hX.eigenvalues i)
      + ∑ k ∈ range K, hX.eigenvalues i ^ (k + 1) / ((k : ℝ) + 1)) := by
    rw [(det_pos_and_log hX fun i => (h i).trans_lt hq).2, manyBodySum, sub_neg_eq_add,
      Finset.sum_add_distrib, Finset.sum_comm (s := univ)]
    simp_rw [trace_pow_eq hX, Finset.sum_div]
  rw [e]
  exact (Finset.abs_sum_le_sum_abs _ _).trans
    (Finset.sum_le_sum fun i _ => single_mode_error (h i) hq K)
```

Replacing each $|\lambda_i|$ by $q$ yields

$$|\log\det(1-X)-S_K|\le\frac{n\,q^{K+1}}{(K+1)(1-q)}.$$

This holds for every natural number $K$. At $K=0$ the sum is empty and the statement bounds $|\log\det(1-X)|$ itself by $nq/(1-q)$. The eigenvalue bound $q$ is a hypothesis: it is not derived from a geometry or from polarisabilities, and no frequency integral is taken.

```lean
/-- Error of the trace series: if the `n` eigenvalues of `X` are at most `q < 1` in absolute value,
truncation after order `K` errs by at most `n q^(K+1) / ((K+1)(1-q))`. -/
theorem many_body_error {X : Matrix n n ℝ} (hX : X.IsHermitian) {q : ℝ}
    (h : ∀ i, |hX.eigenvalues i| ≤ q) (hq : q < 1) (K : ℕ) :
    |couplingLogDet X - manyBodySum X K|
      ≤ Fintype.card n * q ^ (K + 1) / (((K : ℝ) + 1) * (1 - q)) := by
  have hq' : 0 < 1 - q := by linarith
  calc _ ≤ _ := mode_resolved_error hX h hq K
    _ ≤ ∑ _i : n, q ^ (K + 1) / (((K : ℝ) + 1) * (1 - q)) :=
        Finset.sum_le_sum fun i _ => div_le_div_of_nonneg_right
          (pow_le_pow_left₀ (abs_nonneg _) (h i) _) (by positivity)
    _ = _ := by rw [Finset.sum_const, Finset.card_univ, nsmul_eq_mul, mul_div_assoc]
```

The factor $n$ is pessimistic when most modes are weakly coupled. Since $X$ is symmetric, its eigenvalues are real and $|\lambda_i|^2=\lambda_i^2$; the next bound relies on this. Keeping two powers of each eigenvalue, $|\lambda_i|^{K+2}\le\lambda_i^2q^K$, gives for truncation after order $K+1$

$$|\log\det(1-X)-S_{K+1}|\le\frac{\operatorname{tr}(X^2)\,q^K}{(K+2)(1-q)}.$$

Because $\operatorname{tr}X^2\le nq^2$, this is never worse than the previous bound at the same order.

```lean
/-- If the eigenvalues of `X` are at most `q < 1` in absolute value, truncation after order `K+1`
errs by at most `tr (X^2) q^K / ((K+2)(1-q))`. -/
theorem many_body_error_trace_sq {X : Matrix n n ℝ} (hX : X.IsHermitian) {q : ℝ}
    (h : ∀ i, |hX.eigenvalues i| ≤ q) (hq : q < 1) (K : ℕ) :
    |couplingLogDet X - manyBodySum X (K + 1)|
      ≤ (X ^ 2).trace * q ^ K / (((K : ℝ) + 2) * (1 - q)) := by
  have hq' : 0 < 1 - q := by linarith
  refine (mode_resolved_error hX h hq (K + 1)).trans ?_
  have hc : ((K + 1 : ℕ) : ℝ) + 1 = (K : ℝ) + 2 := by push_cast; ring
  rw [hc, trace_pow_eq hX, Finset.sum_mul, Finset.sum_div]
  refine Finset.sum_le_sum fun i _ => div_le_div_of_nonneg_right ?_ (by positivity)
  -- two powers are kept, the others are bounded by `q`
  calc |hX.eigenvalues i| ^ (K + 1 + 1)
      = |hX.eigenvalues i| ^ 2 * |hX.eigenvalues i| ^ K := by ring
    _ ≤ |hX.eigenvalues i| ^ 2 * q ^ K :=
        mul_le_mul_of_nonneg_left (pow_le_pow_left₀ (abs_nonneg _) (h i) _) (by positivity)
    _ = hX.eigenvalues i ^ 2 * q ^ K := by rw [sq_abs]
```

## Second order for a traceless coupling

If $\operatorname{tr}X=0$, the first-order term vanishes and $S_2=-\tfrac12\operatorname{tr}X^2$. The general bound at $K=2$ becomes

$$\left|\log\det(1-X)+\tfrac12\operatorname{tr}X^2\right|\le\frac{n\,q^3}{3(1-q)}.$$

When no site couples to itself, the diagonal of $X$ is zero and $\operatorname{tr}X^2=\sum_{i\ne j}X_{ij}^2$ is a sum over pairs. The theorem needs only the weaker condition that the trace vanishes.

```lean
/-- For a traceless symmetric coupling whose `n` eigenvalues are at most `q < 1` in absolute value,
the second-order term `-tr (X^2) / 2` reproduces `log det (1 - X)` to within `n q^3 / (3(1-q))`. -/
theorem pairwise_error {X : Matrix n n ℝ} (hX : X.IsHermitian) (h0 : X.trace = 0) {q : ℝ}
    (h : ∀ i, |hX.eigenvalues i| ≤ q) (hq : q < 1) :
    |couplingLogDet X - -((X ^ 2).trace / 2)|
      ≤ Fintype.card n * q ^ 3 / (3 * (1 - q)) := by
  have hs : manyBodySum X 2 = -((X ^ 2).trace / 2) := by
    norm_num [manyBodySum, Finset.sum_range_succ, h0]
  have hb := many_body_error hX h hq 2
  rw [hs] at hb
  norm_num at hb ⊢
  exact hb
```

## Convergence, and a coupling that nearly attains the bound for small q

If every $|\lambda_i|<1$, each mode's series converges, and a finite sum of convergent series converges to the sum of their limits. Hence $S_K\to\log\det(1-X)$.

```lean
/-- If all eigenvalues of `X` are below one in absolute value, the trace series converges to `log
det (1 - X)`. -/
theorem many_body_converges {X : Matrix n n ℝ} (hX : X.IsHermitian)
    (h : ∀ i, |hX.eigenvalues i| < 1) :
    Tendsto (manyBodySum X) atTop (𝓝 (couplingLogDet X)) := by
  have hs : HasSum (fun k : ℕ => (X ^ (k + 1)).trace / ((k : ℝ) + 1))
      (-couplingLogDet X) := by
    rw [(det_pos_and_log hX h).2, ← Finset.sum_neg_distrib]
    simp_rw [trace_pow_eq hX, Finset.sum_div]
    exact hasSum_sum fun i _ => Real.hasSum_pow_div_log_of_abs_lt_one (h i)
  have ht := hs.tendsto_sum_nat.neg
  rw [neg_neg] at ht
  exact ht
```

For $X=q\,1$ with $0\le q<1$, all modes are equal and all omitted terms have the same sign:

$$|\log\det(1-X)-S_K|=n\sum_{m\ge K+1}\frac{q^m}{m}\ge\frac{n\,q^{K+1}}{K+1}.$$

The proof evaluates both quantities explicitly in `hl` and `hm`, then keeps only the first omitted term. For this matrix the upper and lower bounds differ by the factor $1/(1-q)$, which tends to $1$ in the weak-coupling limit $q\to0$. The example is purely diagonal, so it tests the inequality for general symmetric matrices and does not represent dipoles interacting across space.

```lean
/-- For the uniform coupling `X = q 1` with `0 ≤ q < 1`, the error after order `K` is at
least `n q^(K+1) / (K+1)`. -/
theorem uniform_coupling_error {q : ℝ} (hq0 : 0 ≤ q) (hq : q < 1) (K : ℕ) :
    Fintype.card n * q ^ (K + 1) / ((K : ℝ) + 1)
      ≤ |couplingLogDet (q • (1 : Matrix n n ℝ)) - manyBodySum (q • (1 : Matrix n n ℝ)) K| := by
  have hl : couplingLogDet (q • (1 : Matrix n n ℝ)) = Fintype.card n * Real.log (1 - q) := by
    have e : (1 : Matrix n n ℝ) - q • 1 = (1 - q) • 1 := by rw [sub_smul, one_smul]
    rw [couplingLogDet, e, Matrix.det_smul, Matrix.det_one, mul_one, Real.log_pow]
  have hm : manyBodySum (q • (1 : Matrix n n ℝ)) K
      = -(Fintype.card n * ∑ k ∈ range K, q ^ (k + 1) / ((k : ℝ) + 1)) := by
    rw [manyBodySum, Finset.mul_sum]
    congr 1
    refine Finset.sum_congr rfl fun k _ => ?_
    rw [smul_pow, one_pow, Matrix.trace_smul, Matrix.trace_one, smul_eq_mul]
    ring
  -- all terms of the series have one sign, so the first omitted term bounds the error below
  have hs := sum_le_hasSum (range (K + 1)) (fun k _ => by positivity)
    (Real.hasSum_pow_div_log_of_abs_lt_one (by rwa [abs_of_nonneg hq0] : |q| < 1))
  rw [Finset.sum_range_succ] at hs
  have hn := mul_le_mul_of_nonneg_left hs (Nat.cast_nonneg (α := ℝ) (Fintype.card n))
  rw [mul_add] at hn
  rw [hl, hm, mul_div_assoc]
  refine le_trans ?_ (neg_le_abs _)
  linarith

end

end ManyBodyExpansionError
```

```lean
#print axioms ManyBodyExpansionError.many_body_error_trace_sq
#print axioms ManyBodyExpansionError.pairwise_error
#print axioms ManyBodyExpansionError.many_body_converges
#print axioms ManyBodyExpansionError.uniform_coupling_error
```

```
'ManyBodyExpansionError.many_body_error_trace_sq' depends on axioms: [propext, Classical.choice, Quot.sound]
'ManyBodyExpansionError.pairwise_error' depends on axioms: [propext, Classical.choice, Quot.sound]
'ManyBodyExpansionError.many_body_converges' depends on axioms: [propext, Classical.choice, Quot.sound]
'ManyBodyExpansionError.uniform_coupling_error' depends on axioms: [propext, Classical.choice, Quot.sound]
```
